# A Hermitian F commutes with an orthogonal projector P exactly when tr(FD) = 0 for every Hermitian occupied–virtual D

Let F be a Hermitian matrix and P a Hermitian idempotent one, both complex and of the same finite size, with P projecting onto the occupied orbitals in an orthonormal basis. `stationary_iff_commute` says that tr(FD) vanishes for every Hermitian D that only couples occupied with virtual orbitals exactly when FP = PF. If F is the fixed one-particle Hamiltonian of non-interacting fermions, tr(FP) is their energy and tr(FD) its first-order change when P varies along D. The proof gets one direction from `key`, by which tr(AE) = 0 whenever A commutes with P and E is occupied–virtual. For the other it splits F into an occupied–virtual part G and a block-diagonal part R, and takes D = G to get tr(G²) = 0, hence G = 0 and F = R, which commutes with P.

As first written in Lean, the proof fails:

```lean
import Mathlib

open Matrix
open scoped ComplexOrder

namespace StationaryIffCommute

variable {n : Type*} [Fintype n] [DecidableEq n]

/-- `D` has vanishing blocks `PDP` and `(1 - P)D(1 - P)`. For a projector `P` onto the occupied
orbitals, this means that `D` only couples occupied with virtual orbitals. -/
structure IsOccVirt (P D : Matrix n n ℂ) : Prop where
  occ : P * D * P = 0
  virt : (1 - P) * D * (1 - P) = 0

/-- For idempotent `P`, a matrix `D` only couples occupied with virtual orbitals exactly
when it obeys the linearised idempotency condition `D = DP + PD`. -/
theorem isOccVirt_iff {P D : Matrix n n ℂ} (hP : P * P = P) :
    IsOccVirt P D ↔ D = D * P + P * D := by
  constructor
  · intro h
    linear_combination (norm := noncomm_ring) h.virt - h.occ
  · intro h
    -- sandwiching the condition between two projectors doubles the occupied block
    have e : P * D * P = P * (D * P + P * D) * P := by rw [← h]
    have e2 : P * (D * P + P * D) * P = P * D * (P * P) + (P * P) * D * P := by
      noncomm_ring
    rw [e2, hP] at e
    have h1 : P * D * P = 0 := by
      linear_combination (norm := noncomm_ring) -e
    exact ⟨h1, by linear_combination (norm := noncomm_ring) h + h1⟩

/-- For Hermitian `F` and a Hermitian idempotent `P`, the trace `tr(FD)` vanishes for every
Hermitian occupied-virtual `D` exactly when `F` commutes with `P`. -/
theorem stationary_iff_commute {F P : Matrix n n ℂ} (hP : P * P = P)
    (hPh : P.IsHermitian) (hFh : F.IsHermitian) :
    (∀ D : Matrix n n ℂ, D.IsHermitian → IsOccVirt P D → trace (F * D) = 0) ↔
      F * P = P * F := by
  have key : ∀ A E : Matrix n n ℂ, A * P = P * A → IsOccVirt P E → trace (A * E) = 0 := by
    intro A E hA hE
    have h := (isOccVirt_iff hP).1 hE
    have h1 : trace (A * (E * P)) = 0 := by
      calc trace (A * (E * P)) = trace (A * E * P * P) := by
            rw [mul_assoc (A * E), hP, mul_assoc]
        _ = trace (P * (A * E * P)) := trace_mul_comm _ _
        _ = trace (A * (P * E * P)) := by
            rw [show P * (A * E * P) = A * (P * E * P) by
              linear_combination (norm := noncomm_ring) -hA * E * P]
        _ = 0 := by rw [hE.occ, mul_zero, trace_zero]
    have h2 : trace (A * (P * E)) = 0 := by
      rw [← mul_assoc, hA, mul_assoc, trace_mul_comm, mul_assoc]
      exact h1
    rw [h, mul_add, trace_add, h1, h2, add_zero]
  refine ⟨fun hs => ?_, fun hF D _ hD => key F D hF hD⟩
  have pq : P * (1 - P) = 0 := by rw [mul_sub, mul_one, hP, sub_self]
  have qp : (1 - P) * P = 0 := by rw [sub_mul, one_mul, hP, sub_self]
  -- split `F` into an occupied-virtual part `G` and a block-diagonal part `R`
  obtain ⟨G, hG⟩ : ∃ G, G = P * F * (1 - P) + (1 - P) * F * P := ⟨_, rfl⟩
  obtain ⟨R, hR⟩ : ∃ R, R = P * F * P + (1 - P) * F * (1 - P) := ⟨_, rfl⟩
  have hsplit : F = G + R := by rw [hG, hR]; noncomm_ring
  have hGov : IsOccVirt P G := by
    rw [hG]
    exact ⟨by linear_combination (norm := noncomm_ring) P * P * F * qp + pq * F * P * P,
      by linear_combination (norm := noncomm_ring)
        qp * F * (1 - P) * (1 - P) + (1 - P) * (1 - P) * F * pq⟩
  have hRP : R * P = P * R := by
    rw [hR]
    linear_combination (norm := noncomm_ring)
      P * F * hP - hP * F * P + (1 - P) * F * qp - pq * F * (1 - P)
  have hGh : Gᴴ = G := by
    rw [hG]
    simp only [conjTranspose_add, conjTranspose_mul, conjTranspose_sub, conjTranspose_one,
      hPh.eq, hFh.eq, mul_assoc]
    exact add_comm _ _
  -- testing with `D = G` gives `tr(G²) = 0`
  have ht := hs G hGh hGov
  rw [hsplit, add_mul, trace_add, key R G hRP hGov, add_zero] at ht
  have hG0 : G = 0 := by
    apply Matrix.trace_conjTranspose_mul_self_eq_zero_iff.1
    rw [hGh]
    exact ht
  rw [hsplit, hG0, zero_add]
  exact hRP

end StationaryIffCommute
```

Compiling this gives:

```
Main.lean:64:50: error: unexpected identifier; expected '⟩'
Main.lean:64:6: error: unsolved goals
case a
n : Type u_1
inst✝¹ : Fintype n
inst✝ : DecidableEq n
F P : Matrix n n ℂ
hP : P * P = P
hPh : P.IsHermitian
hFh : F.IsHermitian
key : ∀ (A E : Matrix n n ℂ), A * P = P * A → IsOccVirt P E → (A * E).trace = 0
hs : ∀ (D : Matrix n n ℂ), D.IsHermitian → IsOccVirt P D → (F * D).trace = 0
pq : P * (1 - P) = 0
qp : (1 - P) * P = 0
G : Matrix n n ℂ
hG : G = P * F * (1 - P) + (1 - P) * F * P
R : Matrix n n ℂ
hR : R = P * F * P + (1 - P) * F * (1 - P)
hsplit : F = G + R
⊢ P * F +
      (-1 • (P * (P * F)) +
        (-4 • (P * (F * P)) +
          (3 • (P * (P * (F * P))) +
            (F * P + (3 • (P * (F * (P * P))) + (-2 • (P * (P * (F * (P * P)))) + -1 • (F * (P * P)))))))) =
    0
Main.lean:38:23: error: unsolved goals
n : Type u_1
inst✝¹ : Fintype n
inst✝ : DecidableEq n
F P : Matrix n n ℂ
hP : P * P = P
hPh : P.IsHermitian
hFh : F.IsHermitian
key : ∀ (A E : Matrix n n ℂ), A * P = P * A → IsOccVirt P E → (A * E).trace = 0
hs : ∀ (D : Matrix n n ℂ), D.IsHermitian → IsOccVirt P D → (F * D).trace = 0
pq : P * (1 - P) = 0
qp : (1 - P) * P = 0
G : Matrix n n ℂ
hG : G = P * F * (1 - P) + (1 - P) * F * P
R : Matrix n n ℂ
hR : R = P * F * P + (1 - P) * F * (1 - P)
hsplit : F = G + R
hGov : IsOccVirt P G
⊢ F * P = P * F
```

Diagnosis. The fault is one of indentation. The term given to `linear_combination` has to start further right than the column at which its tactic block starts. In the second component of `⟨_, _⟩` the block starts after `by `, at column 9, while `qp` on the next line is at column 8. Lean therefore takes `linear_combination` to have no term and expects `⟩` where it finds `qp`.

The other two errors follow from this. Without the term, `pq` and `qp` are never used, and `noncomm_ring` alone can't show that the virtual block of `G` is zero, since that needs `P * P = P`. The rest of the proof after the parse error is not read, so the main goal `F * P = P * F` is left open.

In the repair, `constructor` makes the two components separate goals, each with its own bullet. The second `linear_combination` now starts at column 6, so `qp` at column 8 is read as the start of its term. The terms themselves are unchanged, and the first, which was already on one line, is only moved to fit the new layout.

Fix (accepted with no message):

```diff
@@ -61,7 +61,8 @@
   have hGov : IsOccVirt P G := by
     rw [hG]
-    exact ⟨by linear_combination (norm := noncomm_ring) P * P * F * qp + pq * F * P * P,
-      by linear_combination (norm := noncomm_ring)
-        qp * F * (1 - P) * (1 - P) + (1 - P) * (1 - P) * F * pq⟩
+    constructor
+    · linear_combination (norm := noncomm_ring) P * P * F * qp + pq * F * P * P
+    · linear_combination (norm := noncomm_ring)
+        qp * F * (1 - P) * (1 - P) + (1 - P) * (1 - P) * F * pq
   have hRP : R * P = P * R := by
     rw [hR]
```
